# The thermal decay rate in linearised hydrodynamics equals diffusivity times $k^2$ up to an error of order $k^4$

## A diffusivity read off at finite wavenumber

Suppose the central line of a dynamical structure factor $S(k,\omega)$ has half width $\Gamma$ at wavenumber $k$, and $\Gamma/k^2$ is reported as the thermal diffusivity. Without an error estimate, it is unclear how closely this number approximates the diffusivity. If it drifts from one wavenumber to the next, part of the drift may come from the hydrodynamic equations themselves. In a simulation with a periodic cubic box of side $L$, the smallest nonzero wavenumber is $2\pi/L$, so the limit $k\to0$ isn't reached in a single box.

For a one-component fluid described by linearised hydrodynamics with constant coefficients, the result below bounds the error in the decay rate by an explicit constant times $k^4$, and hence the error in the diffusivity by the same constant times $k^2$.

## Three coupled fluctuations

Let $c$ be the adiabatic sound speed, $x$ the thermal diffusivity, $v$ the longitudinal kinematic viscosity and $g$ the ratio of the heat capacities at constant pressure and constant volume. At wavenumber $k$, let $n$ be the relative density fluctuation, $\psi$ the velocity divergence and $\theta$ the temperature fluctuation multiplied by the thermal expansion coefficient. The linearised equations are

$$\dot n=-\psi,\qquad \dot\psi=\frac{c^2k^2}{g}(n+\theta)-vk^2\psi,\qquad \dot\theta=-(g-1)\psi-gxk^2\theta .$$

They express conservation of mass, momentum and energy. The factor $c^2/g$ is the square of the isothermal sound speed.

A solution proportional to $e^{zt}$ requires

$$\det\begin{pmatrix} z&1&0\\ -c^2k^2/g& z+vk^2&-c^2k^2/g\\ 0&g-1&z+gxk^2\end{pmatrix}=0 .$$

Expanding along the first row gives

$$z\Big[(z+vk^2)(z+gxk^2)+\tfrac{c^2k^2}{g}(g-1)\Big]+\tfrac{c^2k^2}{g}(z+gxk^2).$$

The terms with $c^2$ add up to $c^2k^2(z+xk^2)$, so the determinant is

$$f(z)=z(z+gxk^2)(z+vk^2)+c^2k^2(z+xk^2).$$

Multiplied out, this is the hydrodynamic cubic

$$f(z)=z^3+(gx+v)k^2z^2+(c^2k^2+gxvk^4)z+xc^2k^4 .$$

A negative real root $z$ describes pure decay at the rate $-z$. Its Lorentzian contribution to the spectrum has half width $-z$ in angular frequency.

## The bound and its derivation

Let $c,x,v>0$ and $g\ge1$. For every $k>0$ the cubic has a root in $[-gxk^2,0)$, and every root $z$ in that interval satisfies

$$|z+xk^2|\le Kk^4,\qquad K=\frac{(gx)^2(gx+v)}{4c^2}.$$

**Existence.** At the ends of the interval,

$$f(-gxk^2)=-(g-1)xc^2k^4\le0,\qquad f(0)=xc^2k^4>0 .$$

By continuity there is a root between them, and it isn't $0$.

**Error.** At a root, the factored form gives

$$c^2k^2(z+xk^2)=(-z)(z+gxk^2)(z+vk^2).$$

The factors $-z$ and $z+gxk^2$ are nonnegative and add up to $gxk^2$, so their product is at most $(gxk^2)^2/4$. The third factor lies between $(v-gx)k^2$ and $vk^2$, so its modulus is at most $(gx+v)k^2$. Taking absolute values and dividing by $c^2k^2$ gives the bound.

**Uniqueness at small $k$.** Put $b=(gx+v)k^2$ and let $y,z$ be real roots. Then $0=f(y)-f(z)=(y-z)Q$ with

$$Q=\tfrac14(y-z)^2+\tfrac34\Big(y+z+\tfrac{2b}{3}\Big)^2-\tfrac{b^2}{3}+c^2k^2+gxvk^4 .$$

If $(gx+v)^2k^2<3c^2$, then $b^2/3<c^2k^2$. Hence $Q>0$ and $y=z$.

**Leading correction.** Choose a root $z(k)$ in the interval for each $k$ and set $u=z(k)/k^2$. The bound gives $|u+x|\le Kk^2$, so $u\to-x$ as $k\to0^+$. Dividing $f(z)=0$ by $k^4$ gives

$$c^2(u+x)+k^2u(u+gx)(u+v)=0,$$

and therefore

$$\frac{z(k)+xk^2}{k^4}=-\frac{u(u+gx)(u+v)}{c^2}\longrightarrow\frac{x^2(g-1)(v-x)}{c^2}.$$

The limit is nonzero when $g>1$ and $v\ne x$, so the order $k^4$ can't be improved in general. For $g>1$ and small $k$, the decay rate lies below $xk^2$ if $v>x$ and above it if $v<x$.

## One wavenumber in numbers

In reduced units take $c=10$, $x=1$, $v=2$, $g=2$ and $k=1$. The cubic is

$$f(z)=z(z+2)^2+100(z+1).$$

Here $f(-0.990)\approx-0.010$ and $f(-0.989)\approx0.089$, so there is a root between these values, near $-0.9899$. It is the only real root, since $(gx+v)^2k^2=16<300$. Its distance from $-1$ is about $0.0101$. The bound allows $K=4\cdot4/400=0.04$, and the leading correction predicts $0.01$. A diffusivity read off as $-z/k^2$ would be about one per cent too low.

## How the Lean statement expresses the physics

All parameters and roots are real numbers. `hydroMatrix` is the generator of the three equations, in the order $n,\psi,\theta$, and `dispersion c x v g k z` is $f(z)$. Their connection is proved in `det_hydroMatrix` for $g\ne0$. The equations of motion themselves are the model's starting point and are not derived from microscopic dynamics.

The main theorem, `rayleigh_width`, says that there is a real `K` such that, for every positive `k`, a root exists in `Set.Ico (-(g * x * k ^ 2)) 0` and every root there obeys the bound. `Set.Ico` includes the left endpoint and excludes the right one. Since `K` is chosen before `k`, it may depend on $c,x,v,g$ but not on the wavenumber. Its value is given by `widthConst` and appears explicitly in `root_bound`.

The hypotheses `0 < x` and `0 < v` stand for dissipation by heat conduction and viscosity. The condition `1 ≤ g` says that the heat capacity at constant pressure is at least the one at constant volume, as thermodynamic stability requires.

The inequality holds for all positive $k$, but the hydrodynamic model is meant for long wavelengths. At large $k$ the interval may contain several roots. The bound then applies to each of them without singling one out as thermal.

The theorems concern roots of the cubic. They say nothing about the sound modes that produce the Brillouin lines, about the weights of the lines, or about the width of a measured peak on which the tails of other lines are superposed.

Over the complex numbers, the cubic at small $k$ also has the damped sound modes among its roots. They don't obey the bound above: as $k\to0$ their distance from $-xk^2$ is close to $ck$, which exceeds $Kk^4$. Their frequencies and damping rates would be the subject of separate estimates.

## The complete file

```lean
import Mathlib

open Filter Topology

namespace RayleighWidth

noncomputable section

/-- Generator of linearised hydrodynamics at wavenumber `k` for density, velocity divergence and
scaled temperature, with sound speed `c`, thermal diffusivity `x`, longitudinal viscosity `v` and
heat-capacity ratio `g` (domain `g ≠ 0`). -/
def hydroMatrix (c x v g k : ℝ) : Matrix (Fin 3) (Fin 3) ℝ :=
  !![0, -1, 0;
     c ^ 2 * k ^ 2 / g, -(v * k ^ 2), c ^ 2 * k ^ 2 / g;
     0, -(g - 1), -(g * x * k ^ 2)]

/-- The hydrodynamic cubic in the rate `z` at wavenumber `k`. -/
def dispersion (c x v g k z : ℝ) : ℝ :=
  z ^ 3 + (g * x + v) * k ^ 2 * z ^ 2 + (c ^ 2 * k ^ 2 + g * x * v * k ^ 4) * z
    + x * c ^ 2 * k ^ 4

/-- The constant `(g x)² (g x + v) / (4 c²)` used as the coefficient of `k⁴` in `root_bound` (domain
`c ≠ 0`). -/
def widthConst (c x v g : ℝ) : ℝ := (g * x) ^ 2 * (g * x + v) / (4 * c ^ 2)

/-- The hydrodynamic cubic is the characteristic polynomial of the linearised equations. -/
theorem det_hydroMatrix (c x v g k z : ℝ) (hg : g ≠ 0) :
    (z • (1 : Matrix (Fin 3) (Fin 3) ℝ) - hydroMatrix c x v g k).det
      = dispersion c x v g k z := by
  have hM : z • (1 : Matrix (Fin 3) (Fin 3) ℝ) - hydroMatrix c x v g k =
      !![z, 1, 0;
         -(c ^ 2 * k ^ 2 / g), z + v * k ^ 2, -(c ^ 2 * k ^ 2 / g);
         0, g - 1, z + g * x * k ^ 2] := by
    ext i j
    fin_cases i <;> fin_cases j <;> simp [hydroMatrix]
  rw [hM, Matrix.det_fin_three]
  simp only [Matrix.of_apply, Matrix.cons_val]
  unfold dispersion
  field_simp
  ring

/-- The cubic is the sum of the product `z (z + g x k²) (z + v k²)` and the term `c² k² (z + x k²)`.
-/
theorem dispersion_eq (c x v g k z : ℝ) :
    dispersion c x v g k z =
      z * (z + g * x * k ^ 2) * (z + v * k ^ 2) + c ^ 2 * k ^ 2 * (z + x * k ^ 2) := by
  unfold dispersion
  ring

/-- At every wavenumber `k > 0` the cubic has a real root in `[-g x k², 0)`. -/
theorem exists_root {c x v g k : ℝ} (hc : 0 < c) (hx : 0 < x) (hg : 1 ≤ g) (hk : 0 < k) :
    ∃ z ∈ Set.Ico (-(g * x * k ^ 2)) 0, dispersion c x v g k z = 0 := by
  have hg0 : 0 < g := by linarith
  have hcont : Continuous (dispersion c x v g k) := by
    unfold dispersion
    fun_prop
  have hle : -(g * x * k ^ 2) ≤ 0 := neg_nonpos.mpr (by positivity)
  have hright : 0 < dispersion c x v g k 0 := by
    have h : dispersion c x v g k 0 = x * c ^ 2 * k ^ 4 := by unfold dispersion; ring
    rw [h]
    positivity
  have hleft : dispersion c x v g k (-(g * x * k ^ 2)) ≤ 0 := by
    have h : dispersion c x v g k (-(g * x * k ^ 2)) = -((x * c ^ 2 * k ^ 4) * (g - 1)) := by
      unfold dispersion; ring
    rw [h]
    exact neg_nonpos.mpr (mul_nonneg (by positivity) (by linarith))
  -- the sign change gives a root, which cannot be the right endpoint
  obtain ⟨z, hz, hroot⟩ := intermediate_value_Icc hle hcont.continuousOn ⟨hleft, hright.le⟩
  refine ⟨z, ⟨hz.1, lt_of_le_of_ne hz.2 ?_⟩, hroot⟩
  intro h
  rw [h] at hroot
  linarith

/-- Every root in `[-g x k², 0)` differs from `-x k²` by at most `widthConst * k⁴`. -/
theorem root_bound {c x v g k z : ℝ} (hc : 0 < c) (hv : 0 < v) (hk : 0 < k)
    (hz : z ∈ Set.Ico (-(g * x * k ^ 2)) 0) (h : dispersion c x v g k z = 0) :
    |z + x * k ^ 2| ≤ widthConst c x v g * k ^ 4 := by
  obtain ⟨hz1, hz2⟩ := hz
  rw [dispersion_eq] at h
  have hvk : 0 < v * k ^ 2 := by positivity
  have hck : 0 < c ^ 2 * k ^ 2 := by positivity
  have key : c ^ 2 * k ^ 2 * (z + x * k ^ 2)
      = (-z * (z + g * x * k ^ 2)) * (z + v * k ^ 2) := by
    linear_combination h
  have h1 : 0 ≤ -z * (z + g * x * k ^ 2) := mul_nonneg (by linarith) (by linarith)
  have h2 : -z * (z + g * x * k ^ 2) ≤ (g * x * k ^ 2) ^ 2 / 4 := by
    nlinarith [sq_nonneg (2 * z + g * x * k ^ 2)]
  have h3 : |z + v * k ^ 2| ≤ g * x * k ^ 2 + v * k ^ 2 :=
    abs_le.mpr ⟨by linarith, by linarith⟩
  refine le_of_mul_le_mul_left ?_ hck
  calc c ^ 2 * k ^ 2 * |z + x * k ^ 2|
      = |c ^ 2 * k ^ 2 * (z + x * k ^ 2)| := by rw [abs_mul, abs_of_pos hck]
    _ = (-z * (z + g * x * k ^ 2)) * |z + v * k ^ 2| := by
        rw [key, abs_mul, abs_of_nonneg h1]
    _ ≤ (g * x * k ^ 2) ^ 2 / 4 * (g * x * k ^ 2 + v * k ^ 2) :=
        mul_le_mul h2 h3 (abs_nonneg _) (by positivity)
    _ = c ^ 2 * k ^ 2 * (widthConst c x v g * k ^ 4) := by
        unfold widthConst
        field_simp

/-- For every `k > 0` the cubic has a root in `[-g x k², 0)`, and all such roots equal `-x k²` up to
an error `K k⁴` with one constant `K` for all `k`. -/
theorem rayleigh_width {c x v g : ℝ} (hc : 0 < c) (hx : 0 < x) (hv : 0 < v) (hg : 1 ≤ g) :
    ∃ K : ℝ, ∀ k : ℝ, 0 < k →
      (∃ z ∈ Set.Ico (-(g * x * k ^ 2)) 0, dispersion c x v g k z = 0) ∧
      ∀ z ∈ Set.Ico (-(g * x * k ^ 2)) 0, dispersion c x v g k z = 0 →
        |z + x * k ^ 2| ≤ K * k ^ 4 :=
  ⟨widthConst c x v g, fun _ hk =>
    ⟨exists_root hc hx hg hk, fun _ hz h => root_bound hc hv hk hz h⟩⟩

/-- For wavenumbers with `(g x + v)² k² < 3 c²` the cubic has at most one real root. -/
theorem real_root_unique {c x v g k y z : ℝ} (hx : 0 < x) (hv : 0 < v) (hg : 1 ≤ g)
    (hk : 0 < k) (hsmall : (g * x + v) ^ 2 * k ^ 2 < 3 * c ^ 2)
    (hy : dispersion c x v g k y = 0) (hz : dispersion c x v g k z = 0) : y = z := by
  have hg0 : 0 < g := by linarith
  unfold dispersion at hy hz
  have hprod : (y - z) * (y ^ 2 + y * z + z ^ 2 + (g * x + v) * k ^ 2 * (y + z)
      + (c ^ 2 * k ^ 2 + g * x * v * k ^ 4)) = 0 := by
    linear_combination hy - hz
  -- the difference quotient is positive
  have hpos : 0 < y ^ 2 + y * z + z ^ 2 + (g * x + v) * k ^ 2 * (y + z)
      + (c ^ 2 * k ^ 2 + g * x * v * k ^ 4) := by
    have h1 : 0 < g * x * v * k ^ 4 := by positivity
    have h2 := mul_lt_mul_of_pos_right hsmall (pow_pos hk 2)
    nlinarith [sq_nonneg (y - z), sq_nonneg (y + z + 2 / 3 * ((g * x + v) * k ^ 2))]
  exact sub_eq_zero.mp ((mul_eq_zero.mp hprod).resolve_right hpos.ne')

/-- If `z k` is a root of the cubic in `[-g x k², 0)` for every `k > 0`, then `z k / k²` tends to
`-x` as `k → 0⁺`. -/
theorem rate_limit {c x v g : ℝ} (hc : 0 < c) (hv : 0 < v) (z : ℝ → ℝ)
    (hz : ∀ k, 0 < k → z k ∈ Set.Ico (-(g * x * k ^ 2)) 0 ∧ dispersion c x v g k (z k) = 0) :
    Tendsto (fun k => z k / k ^ 2) (𝓝[>] 0) (𝓝 (-x)) := by
  have hK : Tendsto (fun k : ℝ => widthConst c x v g * k ^ 2) (𝓝[>] 0) (𝓝 0) := by
    have h : Continuous (fun k : ℝ => widthConst c x v g * k ^ 2) := by fun_prop
    simpa using (h.tendsto 0).mono_left nhdsWithin_le_nhds
  have h0 : Tendsto (fun k => z k / k ^ 2 + x) (𝓝[>] 0) (𝓝 0) := by
    refine squeeze_zero_norm' ?_ hK
    filter_upwards [self_mem_nhdsWithin] with k hk
    have hk' : 0 < k := hk
    have hk2 : 0 < k ^ 2 := by positivity
    have e : z k / k ^ 2 + x = (z k + x * k ^ 2) / k ^ 2 := by field_simp
    rw [Real.norm_eq_abs, e, abs_div, abs_of_pos hk2, div_le_iff₀ hk2]
    calc |z k + x * k ^ 2| ≤ widthConst c x v g * k ^ 4 :=
          root_bound hc hv hk' (hz k hk').1 (hz k hk').2
      _ = widthConst c x v g * k ^ 2 * k ^ 2 := by ring
  simpa using h0.sub_const x

/-- If `z k` is a root of the cubic in `[-g x k², 0)` for every `k > 0`, then its deviation `z k + x
k²` from `-x k²`, divided by `k⁴`, tends to `x² (g - 1) (v - x) / c²` as `k → 0⁺`. -/
theorem correction_limit {c x v g : ℝ} (hc : 0 < c) (hv : 0 < v) (z : ℝ → ℝ)
    (hz : ∀ k, 0 < k → z k ∈ Set.Ico (-(g * x * k ^ 2)) 0 ∧ dispersion c x v g k (z k) = 0) :
    Tendsto (fun k => (z k + x * k ^ 2) / k ^ 4) (𝓝[>] 0)
      (𝓝 (x ^ 2 * (g - 1) * (v - x) / c ^ 2)) := by
  have hφ : Continuous (fun u : ℝ => -u * (u + g * x) * (u + v) / c ^ 2) := by fun_prop
  have e : -(-x) * (-x + g * x) * (-x + v) / c ^ 2 = x ^ 2 * (g - 1) * (v - x) / c ^ 2 := by
    ring
  rw [← e]
  refine ((hφ.tendsto (-x)).comp (rate_limit hc hv z hz)).congr' ?_
  filter_upwards [self_mem_nhdsWithin] with k hk
  have hk' : 0 < k := hk
  -- in the scaled rate `u = z / k²` the cubic gives the correction exactly
  have scaled : ∀ u : ℝ, z k = u * k ^ 2 →
      -u * (u + g * x) * (u + v) / c ^ 2 = (z k + x * k ^ 2) / k ^ 4 := by
    intro u hu
    have h := (hz k hk').2
    rw [dispersion_eq, hu] at h
    have hred : c ^ 2 * (u + x) + k ^ 2 * (u * (u + g * x) * (u + v)) = 0 := by
      have hk4 : k ^ 4 ≠ 0 := by positivity
      apply mul_left_cancel₀ hk4
      linear_combination h
    rw [hu, div_eq_div_iff (by positivity) (by positivity)]
    linear_combination (-k ^ 2) * hred
  exact scaled (z k / k ^ 2) (by field_simp)

end

end RayleighWidth
```

```lean
#print axioms RayleighWidth.det_hydroMatrix
-- 'RayleighWidth.det_hydroMatrix' depends on axioms: [propext, Classical.choice, Quot.sound]
#print axioms RayleighWidth.rayleigh_width
-- 'RayleighWidth.rayleigh_width' depends on axioms: [propext, Classical.choice, Quot.sound]
#print axioms RayleighWidth.real_root_unique
-- 'RayleighWidth.real_root_unique' depends on axioms: [propext, Classical.choice, Quot.sound]
#print axioms RayleighWidth.correction_limit
-- 'RayleighWidth.correction_limit' depends on axioms: [propext, Classical.choice, Quot.sound]
```

## How the proof follows the derivation

`det_hydroMatrix` writes out the matrix $z-M$, where $M$ is the generator, and checks it entry by entry. It then expands the determinant with `Matrix.det_fin_three`. `field_simp` clears the division by $g$, and `ring` compares the polynomials. The factored form is `dispersion_eq`, a pure `ring` identity.

`exists_root` computes the two endpoint values as `hleft` and `hright` and applies `intermediate_value_Icc`. That theorem returns a point of the closed interval, so the last lines exclude $z=0$, where the cubic is positive.

`root_bound` contains the central estimate. The equation `key` isolates $c^2k^2(z+xk^2)$. `h1` gives the sign of the product of the first two factors and `h2` its upper bound, for which `nlinarith` is supplied with the square behind

$$\frac{(gxk^2)^2}{4}-(-z)(z+gxk^2)=\frac{(2z+gxk^2)^2}{4}.$$

`h3` bounds the third factor. The `calc` chain multiplies these estimates, and `le_of_mul_le_mul_left` cancels the positive factor $c^2k^2$. The lemma doesn't assume $x>0$ or $g\ge1$: a root in the interval already forces $gxk^2>0$, which is all the estimate needs. `rayleigh_width` then supplies `widthConst` as `K` and combines existence with the bound.

In `real_root_unique`, `hprod` is the factorisation $(y-z)Q=0$ and `hpos` is the positivity of $Q$. The two squares passed to `nlinarith` are those in the formula for $Q$ above.

`rate_limit` takes a function `z` that selects a root in the interval for each positive $k$; no continuity of this function is assumed. After division by $k^2$, the bound squeezes $z(k)/k^2+x$ to zero through `squeeze_zero_norm'`. The filter `𝓝[>] 0` expresses the approach to zero through positive wavenumbers.

`correction_limit` treats $-u(u+gx)(u+v)/c^2$ as a continuous function of $u$ and composes it with the limit $u\to-x$. The auxiliary statement `scaled` shows that, at a root, this function equals the quotient $(z(k)+xk^2)/k^4$ exactly. Within it, `hred` is the cubic divided by $k^4$. The step `congr'` uses this equality for positive $k$ to transfer the limit to the quotient.
